# Eckart-type bounds on the energy error of a trial state in finite dimension

Q: You want to bound the energy error of a trial state by its weight outside one eigenstate. Before any inequality, you must decide what a Hermitian operator with known levels is. What did you choose?

A: The spectral data are part of the hypothesis. The operator $A$ is a linear map on a complex inner product space $E$, and $v$ is an orthonormal basis of $E$ with finite index set `ι`. There are real numbers $l_i$ with $A v_i = l_i v_i$.

```lean
import Mathlib

open Finset

namespace EckartBounds

noncomputable section

variable {ι E : Type*} [Fintype ι] [NormedAddCommGroup E] [InnerProductSpace ℂ E]

/-- The orthonormal basis `v` consists of eigenvectors of `A` with real eigenvalues `l`. -/
def IsEigenbasis (A : E →ₗ[ℂ] E) (v : OrthonormalBasis ι ℂ E) (l : ι → ℝ) : Prop :=
  ∀ i, A (v i) = (l i : ℂ) • v i
```

Q: The word "Hermitian" is missing. Have you changed the problem?

A: No. An operator that is diagonal in an orthonormal basis with real eigenvalues is Hermitian. The converse is the spectral theorem, and I come to it below. The real restriction is that the basis is finite, so $E$ is finite-dimensional. Think of a Hamiltonian matrix in a finite orthonormal basis set, not of a differential operator with a continuum.

Q: And the quantities in the bound?

A: The population of level $i$ is $p_i = |\langle v_i, x\rangle|^2$. Mathlib's inner product is conjugate-linear in the first slot, as in Dirac notation.

```lean
/-- The population of level `i` in the state `x`: the squared modulus of the overlap. -/
def population (v : OrthonormalBasis ι ℂ E) (x : E) (i : ι) : ℝ :=
  ‖inner ℂ (v i) x‖ ^ 2
```

The energy is defined as the real part of $\langle x, Ax\rangle$, which makes it a real number that can enter an inequality.

```lean
/-- The energy of the state `x`: the real part of `⟨x, A x⟩`. -/
def energy (A : E →ₗ[ℂ] E) (x : E) : ℝ :=
  (inner ℂ x (A x)).re
```

Q: Taking the real part could hide an imaginary part that ought to worry us.

A: It would for a general $A$. Here `inner_eq_sum`, further down, shows that $\langle x, Ax\rangle$ is itself real, so nothing is discarded.

Q: Then show me that a Hermitian matrix supplies your data.

A: `IsSymmetric` means $\langle Ax, y\rangle = \langle x, Ay\rangle$ for all $x, y$. For such an operator in dimension $n$, Mathlib's eigenvector basis and eigenvalues satisfy `IsEigenbasis`.

```lean
variable {A : E →ₗ[ℂ] E} {v : OrthonormalBasis ι ℂ E} {l : ι → ℝ} {x : E}

/-- Every Hermitian operator on a finite-dimensional space has an orthonormal eigenbasis
with real eigenvalues, given here by Mathlib's spectral theorem. -/
theorem isEigenbasis_witness [FiniteDimensional ℂ E] {n : ℕ}
    (hA : A.IsSymmetric) (hn : Module.finrank ℂ E = n) :
    IsEigenbasis A (hA.eigenvectorBasis hn) (hA.eigenvalues hn) :=
  fun i => hA.apply_eigenvectorBasis hn i
```

Q: Now do the physics by hand, without Lean.

A: Let $\|x\| = 1$, pick a level $g$, and write $\mathcal E = \langle x, Ax\rangle$ and $s = 1 - p_g$. Expand $x = \sum_i \langle v_i, x\rangle v_i$. Then

$$Ax = \sum_i \langle v_i, x\rangle\, l_i v_i, \qquad \mathcal E = \sum_i l_i \langle v_i, x\rangle\langle x, v_i\rangle = \sum_i l_i p_i .$$

The same expansion gives $\sum_i p_i = \|x\|^2 = 1$. So for any real reference energy $c$,

$$\mathcal E - c = \sum_i (l_i - c)p_i = (l_g - c)(1 - s) + \sum_{i \ne g}(l_i - c)p_i .$$

Moving the $g$ term to the left gives

$$\mathcal E - l_g - (c - l_g)s = \sum_{i\neq g}(l_i - c)p_i .$$

Suppose $a \le l_i \le b$ for every $i \ne g$. With $c = a$ the right-hand side is non-negative, and with $c = b$ it is non-positive. Hence

$$(a - l_g)s \le \mathcal E - l_g \le (b - l_g)s .$$

Q: Where does the file begin to follow that?

A: With the product of an overlap and its reverse, $\langle x, v_i\rangle\langle v_i, x\rangle = p_i$. The proof writes the first factor as the complex conjugate of the second.

```lean
/-- The product of an overlap with its reverse is the population of the level. -/
theorem overlap_mul_overlap (v : OrthonormalBasis ι ℂ E) (x : E) (i : ι) :
    inner ℂ x (v i) * inner ℂ (v i) x = (population v x i : ℂ) := by
  rw [← inner_conj_symm x (v i), mul_comm, Complex.mul_conj, Complex.normSq_eq_norm_sq,
    population]
```

Normalisation comes next. Mathlib's `sum_inner_mul_inner` inserts the complete set of states into $\langle x, x\rangle$. The previous lemma turns each term into a population, and the resulting equation between real numbers embedded in $\mathbb C$ is read back in $\mathbb R$.

```lean
/-- The populations of all levels add up to the squared norm of the state. -/
theorem sum_population (v : OrthonormalBasis ι ℂ E) (x : E) :
    ∑ i, population v x i = ‖x‖ ^ 2 := by
  have h := v.sum_inner_mul_inner x x
  have hx : inner ℂ x x = ((‖x‖ ^ 2 : ℝ) : ℂ) :=
    (inner_self_eq_norm_sq_to_K (𝕜 := ℂ) x).trans (Complex.ofReal_pow ‖x‖ 2).symm
  simp_rw [overlap_mul_overlap v x] at h
  rw [hx, ← Complex.ofReal_sum] at h
  exact Complex.ofReal_injective h
```

Q: And the energy as a weighted average of the levels?

A: That is the spectral expansion. The step `hAx` expands $x$ with `sum_repr'` and lets $A$ act on each term by linearity and the eigenvalue equation. The inner product with $x$ is then taken term by term. The right-hand side is a real sum cast to $\mathbb C$, which settles your worry about the imaginary part.

```lean
/-- Spectral expansion: `⟨x, A x⟩` is the real number obtained by weighting each eigenvalue
with the population of its level. -/
theorem inner_eq_sum (h : IsEigenbasis A v l) (x : E) :
    inner ℂ x (A x) = ((∑ i, l i * population v x i : ℝ) : ℂ) := by
  -- expand the state in the eigenbasis and let `A` act term by term
  have hAx : A x = ∑ i, inner ℂ (v i) x • ((l i : ℂ) • v i) := by
    conv_lhs => rw [← v.sum_repr' x]
    rw [map_sum]
    exact Finset.sum_congr rfl fun i _ => by rw [map_smul, h i]
  rw [hAx, inner_sum, Complex.ofReal_sum]
  refine Finset.sum_congr rfl fun i _ => ?_
  rw [inner_smul_right, inner_smul_right, Complex.ofReal_mul, ← overlap_mul_overlap v x i]
  ring
```

Q: The identity with the free reference energy $c$ carries the argument. Is it there in full?

A: Yes. In the code, `total` is $\sum_i (l_i - c)p_i = \mathcal E - c$, which uses $\|x\| = 1$, and `split` separates level $g$ from the others. The set `univ.erase g` is all levels except $g$. The final `linear_combination` is the rearrangement I did by hand.

```lean
/-- For a unit vector `x`, the energy error relative to level `g`, less `c - l g` times the
population outside `g`, is the sum of `l i - c` over the other levels, weighted by population. -/
theorem energy_error_identity [DecidableEq ι] (h : IsEigenbasis A v l) (hx : ‖x‖ = 1)
    (g : ι) (c : ℝ) :
    energy A x - l g - (c - l g) * (1 - population v x g)
      = ∑ i ∈ univ.erase g, (l i - c) * population v x i := by
  -- the sum over all levels is the energy measured from `c`
  have total : ∑ i, (l i - c) * population v x i = energy A x - c := by
    rw [energy, inner_eq_sum h x, Complex.ofReal_re]
    simp_rw [sub_mul]
    rw [Finset.sum_sub_distrib, ← Finset.mul_sum, sum_population, hx]
    ring
  -- split off level `g`
  have split : (l g - c) * population v x g
      + ∑ i ∈ univ.erase g, (l i - c) * population v x i
      = ∑ i, (l i - c) * population v x i :=
    Finset.add_sum_erase _ (fun i => (l i - c) * population v x i) (mem_univ g)
  linear_combination -total - split
```

Q: So the bounds are just the two choices of $c$?

A: They are. `lower` and `upper` record the signs of the two sums, term by term, since populations are non-negative. Rewriting with the identity and calling `linarith` gives the two inequalities.

```lean
/-- Eckart-type bounds: if all eigenvalues other than `l g` lie in `[a, b]`, the energy error
of a unit vector lies between `a - l g` and `b - l g` times the population outside `g`. -/
theorem eckart_bounds (h : IsEigenbasis A v l) (hx : ‖x‖ = 1) (g : ι) {a b : ℝ}
    (hab : ∀ i, i ≠ g → a ≤ l i ∧ l i ≤ b) :
    (a - l g) * (1 - population v x g) ≤ energy A x - l g ∧
      energy A x - l g ≤ (b - l g) * (1 - population v x g) := by
  classical
  have pop : ∀ i, 0 ≤ population v x i := fun i => by unfold population; positivity
  -- each bound is the sign of the remainder with reference level `a` or `b`
  have lower : 0 ≤ ∑ i ∈ univ.erase g, (l i - a) * population v x i :=
    Finset.sum_nonneg fun i hi =>
      mul_nonneg (sub_nonneg.2 (hab i (Finset.ne_of_mem_erase hi)).1) (pop i)
  have upper : ∑ i ∈ univ.erase g, (l i - b) * population v x i ≤ 0 :=
    Finset.sum_nonpos fun i hi =>
      mul_nonpos_of_nonpos_of_nonneg
        (sub_nonpos.2 (hab i (Finset.ne_of_mem_erase hi)).2) (pop i)
  rw [← energy_error_identity h hx g] at lower upper
  constructor <;> linarith
```

Q: Nothing says that $g$ is the ground state.

A: It need not be. The interval $[a,b]$ is a floor and a ceiling for the other levels, and $l_g$ may lie below it, inside it or above it. If $l_g < a$, then $g$ is the ground state, and the lower bound says that a weight $s$ outside $v_g$ raises the energy by at least $(a - l_g)s$. If $a < l_g < b$ and $s > 0$, the lower bound is negative and the upper one is positive, so the bounds alone do not fix the sign of the error. In dimension one there are no other levels, $s = 0$, and both bounds read zero.

Q: What does this tell someone running an eigensolver?

A: For a finite Hermitian matrix, $s = \sin^2\theta$, where $\theta \in [0, \pi/2]$ is the angle between the trial state and $v_g$ defined by $\cos\theta = |\langle v_g, x\rangle|$, which ignores global phases. The size of the error of the Rayleigh quotient is therefore at most a constant times $\theta^2$. In the other direction, suppose that $l_g < a$ and that every other level is at least $a$. An energy error that is small compared with the gap $a - l_g$ then guarantees a good ground-state vector:

$$p_g \ge 1 - \frac{\mathcal E - l_g}{a - l_g}.$$

```lean
/-- Eckart's overlap estimate: if `l g < a` and all other eigenvalues are at least `a`, the
energy of a unit vector bounds its population of level `g` from below. -/
theorem eckart_overlap (h : IsEigenbasis A v l) (hx : ‖x‖ = 1) (g : ι) {a : ℝ}
    (hgap : l g < a) (ha : ∀ i, i ≠ g → a ≤ l i) :
    1 - (energy A x - l g) / (a - l g) ≤ population v x g := by
  classical
  have lower : 0 ≤ ∑ i ∈ univ.erase g, (l i - a) * population v x i :=
    Finset.sum_nonneg fun i hi =>
      mul_nonneg (sub_nonneg.2 (ha i (Finset.ne_of_mem_erase hi)))
        (by unfold population; positivity)
  rw [← energy_error_identity h hx g] at lower
  -- divide the lower energy bound by the positive gap
  have hs : 1 - population v x g ≤ (energy A x - l g) / (a - l g) := by
    rw [le_div_iff₀ (sub_pos.2 hgap)]
    linarith
  linarith
```

The proof repeats the lower bound, without needing a ceiling $b$, and divides by the positive gap $a - l_g$. To put numbers into the estimate, you need $l_g$, or a lower bound on it, and a floor $a$ for the other levels. The trial energy alone supplies neither.

Q: What if the ground level is degenerate?

A: Then the hypothesis `l g < a` fails, and rightly so. A second eigenvector at energy $l_g$, orthogonal to $v_g$, has zero energy error and zero population in $v_g$. The energy cannot tell the two apart. Note that `population v x g` measures the weight on the single vector $v_g$, not on its whole eigenspace.

Q: Is the lower bound ever reached, or is it always slack?

A: It is an equality exactly when $x$ has no component on any level $i \ne g$ with $l_i \ne a$. By the identity with $c = a$, equality means that a sum of non-negative terms vanishes, so each term $(l_i - a)p_i$ vanishes. Either $l_i = a$ or the overlap is zero.

```lean
/-- If all eigenvalues other than `l g` are at least `a`, the lower bound is an equality for a
unit vector exactly when it has no component on levels other than `g` with eigenvalue
different from `a`. -/
theorem lower_bound_eq_iff (h : IsEigenbasis A v l) (hx : ‖x‖ = 1) (g : ι) {a : ℝ}
    (ha : ∀ i, i ≠ g → a ≤ l i) :
    energy A x - l g = (a - l g) * (1 - population v x g) ↔
      ∀ i, i ≠ g → l i ≠ a → inner ℂ (v i) x = 0 := by
  classical
  have nonneg : ∀ i ∈ univ.erase g, 0 ≤ (l i - a) * population v x i := fun i hi =>
    mul_nonneg (sub_nonneg.2 (ha i (Finset.ne_of_mem_erase hi)))
      (by unfold population; positivity)
  -- a sum of nonnegative terms vanishes only term by term
  rw [← sub_eq_zero, energy_error_identity h hx g a, Finset.sum_eq_zero_iff_of_nonneg nonneg]
  constructor
  · intro H i hi hl
    rcases mul_eq_zero.1 (H i (Finset.mem_erase.2 ⟨hi, mem_univ i⟩)) with h1 | h1
    · exact absurd (sub_eq_zero.1 h1) hl
    · simpa [population] using h1
  · intro H i hi
    by_cases hl : l i = a
    · simp [hl]
    · simp [population, H i (Finset.ne_of_mem_erase hi) hl]
```

Q: Give me a concrete state.

A: Take a normalised superposition $x = \alpha v_g + \beta v_j$, where $\alpha$ and $\beta$ are the complex coefficients called `c` and `d` in the code. Its error is exactly $(l_j - l_g)s$. If $l_j = a$ the lower bound is attained, and if $l_j = b$ the upper one is. The proof uses the identity with reference energy $l_j$: the term for $j$ has a zero factor, and the remaining levels are empty by orthogonality.

```lean
/-- For a normalised superposition of the eigenvectors `v g` and `v j`, the energy error is
exactly `l j - l g` times the population outside `g`. -/
theorem two_level_error (h : IsEigenbasis A v l) (g j : ι) (c d : ℂ)
    (hx : ‖c • v g + d • v j‖ = 1) :
    energy A (c • v g + d • v j) - l g
      = (l j - l g) * (1 - population v (c • v g + d • v j) g) := by
  classical
  rw [← sub_eq_zero, energy_error_identity h hx g (l j)]
  refine Finset.sum_eq_zero fun i hi => ?_
  by_cases hij : i = j
  · simp [hij]
  · -- levels other than `g` and `j` are empty
    have h1 : inner ℂ (v i) (v g) = 0 := v.orthonormal.2 (Finset.ne_of_mem_erase hi)
    have h2 : inner ℂ (v i) (v j) = 0 := v.orthonormal.2 hij
    simp [population, h1, h2]

end

end EckartBounds
```

```lean
#print axioms EckartBounds.eckart_bounds
#print axioms EckartBounds.eckart_overlap
#print axioms EckartBounds.lower_bound_eq_iff
#print axioms EckartBounds.two_level_error
```

```
'EckartBounds.eckart_bounds' depends on axioms: [propext, Classical.choice, Quot.sound]
'EckartBounds.eckart_overlap' depends on axioms: [propext, Classical.choice, Quot.sound]
'EckartBounds.lower_bound_eq_iff' depends on axioms: [propext, Classical.choice, Quot.sound]
'EckartBounds.two_level_error' depends on axioms: [propext, Classical.choice, Quot.sound]
```

Q: I would have described the excited states without listing them. Could the statement have been modelled that way?

A: Yes. Take a symmetric $A$, one unit eigenvector $v_g$ with eigenvalue $l_g$, and assume

$$a\|y\|^2 \le \langle y, Ay\rangle \le b\|y\|^2 \quad\text{for all } y \perp v_g .$$

Write $x = \langle v_g, x\rangle v_g + y$. The cross terms vanish because $A$ is symmetric and $y \perp v_g$, so $\mathcal E = l_g(1 - s) + \langle y, Ay\rangle$ with $\|y\|^2 = s$, and the same two bounds follow.

Q: What would that change?

A: It would remove the need for a complete eigenbasis, so a bounded operator on an infinite-dimensional space, with continuous spectrum inside $[a,b]$, would be admitted. In exchange, the error identity would no longer resolve its remainder into populations of individual excited levels, and the equality condition would become $\langle y, Ay\rangle = a\|y\|^2$ instead of a list of vanishing overlaps. That version is a sketch in this conversation; the code proves the one with the finite eigenbasis.
